# When two-point extrapolation beats the larger-basis value for a power-law truncation error

Suppose a quantity computed with basis size N > 0 is exactly S + A N^(−p), where S is the limit, A ≠ 0 and p > 0. Values at N and rN, with r > 1, are combined into the extrapolated value (r^q E(rN) − E(N))/(r^q − 1), which assumes a decay exponent q > 0 that may differ from p. The theorem `closer_iff` says that this value lies strictly closer to S than the raw value E(rN) exactly when r^p < 2r^q − 1. The proof writes both errors as multiples of A N^(−p), cancels the common factor |A N^(−p)|, and compares the remaining coefficients.

As first written in Lean, the proof fails:

```lean
import Mathlib

namespace CloserIff

noncomputable section

/-- The quantity computed with basis size (or number of bands) `N > 0`: the limit `S` plus a
power-law truncation error `A N^(-p)`. -/
def basisValue (S A p N : ℝ) : ℝ := S + A * N ^ (-p)

/-- Two-point extrapolation from a coarse value and a fine value whose basis is `r` times larger,
assuming an error that decays with exponent `q`; its domain is `r > 0` with `r ^ q ≠ 1`. -/
def extrapolate (r q coarse fine : ℝ) : ℝ := (r ^ q * fine - coarse) / (r ^ q - 1)

/-- Enlarging the basis by a factor `r > 0` multiplies the truncation error by `r^(-p)`. -/
theorem finer_error (S A p : ℝ) {r N : ℝ} (hr : 0 < r) (hN : 0 < N) :
    basisValue S A p (r * N) - S = r ^ (-p) * (A * N ^ (-p)) := by
  unfold basisValue
  rw [Real.mul_rpow hr.le hN.le]
  ring

/-- The error left by an extrapolation with assumed exponent `q > 0` and basis ratio `r > 1`,
when the true exponent is `p`. -/
theorem extrapolation_error (S A p : ℝ) {r q N : ℝ} (hr : 1 < r) (hq : 0 < q) (hN : 0 < N) :
    extrapolate r q (basisValue S A p N) (basisValue S A p (r * N)) - S
      = A * (r ^ (q - p) - 1) / (r ^ q - 1) * N ^ (-p) := by
  have hr0 : 0 < r := by linarith
  have hd : r ^ q - 1 ≠ 0 := (sub_pos.2 (Real.one_lt_rpow hr hq)).ne'
  have hs : r ^ (q - p) = r ^ q * r ^ (-p) := by
    rw [sub_eq_add_neg, Real.rpow_add hr0]
  have hf : basisValue S A p (r * N) = S + r ^ (-p) * (A * N ^ (-p)) := by
    linarith [finer_error S A p hr0 hN]
  -- the numerator splits into the limit and the remaining error
  have hnum : r ^ q * (S + r ^ (-p) * (A * N ^ (-p))) - (S + A * N ^ (-p))
      = S * (r ^ q - 1) + A * (r ^ q * r ^ (-p) - 1) * N ^ (-p) := by ring
  rw [hf, hs]
  unfold extrapolate basisValue
  rw [hnum, add_div, mul_div_cancel_right₀ _ hd]
  ring

/-- For `A ≠ 0`, `p > 0`, `q > 0` and `r > 1`, the extrapolated value is closer to the limit than
the raw value in the larger basis exactly when `r^p < 2 r^q - 1`. -/
theorem closer_iff (S : ℝ) {A p r q N : ℝ} (hA : A ≠ 0) (hp : 0 < p) (hr : 1 < r)
    (hq : 0 < q) (hN : 0 < N) :
    |extrapolate r q (basisValue S A p N) (basisValue S A p (r * N)) - S|
      < |basisValue S A p (r * N) - S| ↔ r ^ p < 2 * r ^ q - 1 := by
  have hr0 : 0 < r := by linarith
  have hd : 0 < r ^ q - 1 := sub_pos.2 (Real.one_lt_rpow hr hq)
  have hx : 0 < r ^ (-p) := Real.rpow_pos_of_pos hr0 _
  have hx1 : r ^ (-p) < 1 := Real.rpow_lt_one_of_one_lt_of_neg hr (by linarith)
  have hxy : r ^ p * r ^ (-p) = 1 := by
    rw [← Real.rpow_add hr0, add_neg_cancel, Real.rpow_zero]
  have hD : 0 < |A * N ^ (-p)| :=
    abs_pos.2 (mul_ne_zero hA (Real.rpow_pos_of_pos hN _).ne')
  have hs : r ^ (q - p) = r ^ q * r ^ (-p) := by
    rw [sub_eq_add_neg, Real.rpow_add hr0]
  have he : A * (r ^ (q - p) - 1) / (r ^ q - 1) * N ^ (-p)
      = (r ^ q * r ^ (-p) - 1) / (r ^ q - 1) * (A * N ^ (-p)) := by
    rw [hs]
    ring
  -- the common factor |A| N^(-p) drops out of the comparison
  have key : ∀ a b : ℝ, a * |A * N ^ (-p)| < b * |A * N ^ (-p)| ↔ a < b := fun a b =>
    ⟨fun h => lt_of_mul_lt_mul_right h hD.le, fun h => mul_lt_mul_of_pos_right h hD⟩
  rw [extrapolation_error S A p hr hq hN, finer_error S A p hr0 hN, he, abs_mul, abs_mul,
    key, abs_div, abs_of_pos hd, abs_of_pos hx, div_lt_iff₀ hd, abs_lt]
  constructor
  · rintro ⟨h, _⟩
    have h2 : r ^ p * r ^ (-p) < (2 * r ^ q - 1) * r ^ (-p) := by nlinarith
    exact lt_of_mul_lt_mul_right h2 hx.le
  · intro h
    have h2 := mul_lt_mul_of_pos_right h hx
    constructor <;> nlinarith

end

end CloserIff
```

Compiling this gives:

```
Main.lean:65:4: error: Tactic `rewrite` failed: Did not find an occurrence of the pattern
  ?a * |A * N ^ (-p)| < ?b * |A * N ^ (-p)|
in the target expression
  |(r ^ q * r ^ (-p) - 1) / (r ^ q - 1)| * (|A| * |N ^ (-p)|) < |r ^ (-p) * (A * N ^ (-p))| ↔ r ^ p < 2 * r ^ q - 1

S A p r q N : ℝ
hA : A ≠ 0
hp : 0 < p
hr : 1 < r
hq : 0 < q
hN : 0 < N
hr0 : 0 < r
hd : 0 < r ^ q - 1
hx : 0 < r ^ (-p)
hx1 : r ^ (-p) < 1
hxy : r ^ p * r ^ (-p) = 1
hD : 0 < |A * N ^ (-p)|
hs : r ^ (q - p) = r ^ q * r ^ (-p)
he : A * (r ^ (q - p) - 1) / (r ^ q - 1) * N ^ (-p) = (r ^ q * r ^ (-p) - 1) / (r ^ q - 1) * (A * N ^ (-p))
key : ∀ (a b : ℝ), a * |A * N ^ (-p)| < b * |A * N ^ (-p)| ↔ a < b
⊢ |(r ^ q * r ^ (-p) - 1) / (r ^ q - 1)| * (|A| * |N ^ (-p)|) < |r ^ (-p) * (A * N ^ (-p))| ↔ r ^ p < 2 * r ^ q - 1
```

The error says that `rw` cannot find the pattern of `key`, which needs the factor `|A * N ^ (-p)|` intact on both sides of the inequality. The two bare uses of `abs_mul` were meant to split one outer product each, but both acted on the left. The first split off `|A * N ^ (-p)|` there. The second, free to match any absolute value of a product, took that new factor and broke it into `|A| * |N ^ (-p)|`. The right side stayed as `|r ^ (-p) * (A * N ^ (-p))|`, so neither side had the form `key` expects.

The repair gives each `abs_mul` its first factor explicitly: the extrapolation coefficient for the left side and `r ^ (-p)` for the right. Each rewrite can then match only the intended outer product, `|A * N ^ (-p)|` survives on both sides, and `key` cancels it. The rest of the proof is unchanged.

Lean accepts the file once it reads:

```diff
@@ -62,5 +62,6 @@
   have key : ∀ a b : ℝ, a * |A * N ^ (-p)| < b * |A * N ^ (-p)| ↔ a < b := fun a b =>
     ⟨fun h => lt_of_mul_lt_mul_right h hD.le, fun h => mul_lt_mul_of_pos_right h hD⟩
-  rw [extrapolation_error S A p hr hq hN, finer_error S A p hr0 hN, he, abs_mul, abs_mul,
+  rw [extrapolation_error S A p hr hq hN, finer_error S A p hr0 hN, he,
+    abs_mul ((r ^ q * r ^ (-p) - 1) / (r ^ q - 1)), abs_mul (r ^ (-p)),
     key, abs_div, abs_of_pos hd, abs_of_pos hx, div_lt_iff₀ hd, abs_lt]
   constructor
```
